# For \(|u|^2-|v|^2=1\) and \(x=(a+a^\dagger)/\sqrt2\), \(p=(a-a^\dagger)/(i\sqrt2)\), the squeezed vacuum annihilated by \(ua+va^\dagger\) has \(\operatorname{Var}(x)\operatorname{Var}(p)=1/4+(\operatorname{Im}uv^*)^2\)

To draw starting points \((x,p)\) for trajectories of one harmonic mode prepared in a squeezed vacuum, one needs the variances of both quadratures. If the position variance is known, the momentum variance can be filled in as \(\operatorname{Var}(p)=1/(4\operatorname{Var}(x))\), but only if the state attains the Heisenberg minimum. A squeezed vacuum does so when it is squeezed along \(x\) or along \(p\), and misses it when the squeezed direction is rotated between the two. For a squeezed vacuum of a single mode, the size of the miss can be read off from the two complex coefficients that define the state.

Let \(a\) and \(a^\dagger\) be the lowering and raising operators of the mode, with \([a,a^\dagger]=1\), and let \(u,v\) be complex numbers with \(|u|^2-|v|^2=1\). The squeezed vacuum is a unit vector \(\psi\) with \((ua+va^\dagger)\psi=0\). For the dimensionless quadratures \(x=(a+a^\dagger)/\sqrt2\) and \(p=(a-a^\dagger)/(i\sqrt2)\), which obey \([x,p]=i\), the result is

\[
\operatorname{Var}(x)\operatorname{Var}(p)=\tfrac14+\bigl(\operatorname{Im}(uv^*)\bigr)^2 .
\]

## The mode, its operators and the state

The operators \(a\) and \(a^\dagger\) are unbounded on \(L^2\), so they are taken as linear maps on a space `E` that both of them send into itself. The Schwartz functions are an example. `E` is a complex inner product space and need not be complete.

In Lean 4 with Mathlib:

```lean
import Mathlib

open scoped InnerProductSpace ComplexConjugate

namespace RotatedSqueezing

noncomputable section

/- The space `E` plays the role of a common invariant domain of the ladder operators,
such as the Schwartz functions inside L². It need not be complete. An explicit squeezed
Gaussian on that domain is not constructed here. -/
variable {E : Type*} [NormedAddCommGroup E] [InnerProductSpace ℂ E]
```

In the code `ad` stands for \(a^\dagger\). Two properties are assumed of the pair: mutual adjointness, \(\langle a\phi,\chi\rangle=\langle\phi,a^\dagger\chi\rangle\), and the canonical commutator applied to every vector. The inner product is conjugate-linear in its first argument, as in Dirac notation.

```lean
/-- Ladder operators of one bosonic mode: `a` and `ad` are mutually adjoint and
`[a, ad] = 1`. -/
structure IsLadderPair (a ad : E →ₗ[ℂ] E) : Prop where
  adj : ∀ x y, ⟪a x, y⟫_ℂ = ⟪x, ad y⟫_ℂ
  comm : ∀ x, a (ad x) - ad (a x) = x
```

The commutator excludes a truncated number basis. On a nonzero space of finite dimension the trace of \([a,a^\dagger]\) is zero, while the trace of the identity is the dimension. The formulas below are therefore those of the untruncated mode, and matrices cut off at a finite occupation number need not reproduce them exactly.

The state enters through three conditions. The first, `bogoliubov`, says that \(b=ua+va^\dagger\) is again a lowering operator, because \([b,b^\dagger]=|u|^2-|v|^2\). The second is normalisation, and the third says that \(\psi\) is the vacuum of \(b\).

```lean
/-- A unit vector annihilated by the Bogoliubov operator `u a + v ad`,
where `|u|² - |v|² = 1`. -/
structure IsSqueezedVacuum (a ad : E →ₗ[ℂ] E) (u v : ℂ) (ψ : E) : Prop where
  bogoliubov : ‖u‖ ^ 2 - ‖v‖ ^ 2 = 1
  unit : ‖ψ‖ = 1
  annihilated : u • a ψ + v • ad ψ = 0
```

For \(v=0\) this is the ordinary vacuum. For \(v\neq0\) the state is a Gaussian wave function, which lies in the Schwartz space; its existence is taken from textbook quantum mechanics and not constructed in the code, where \(\psi\) is a hypothesis.

The quadratures are

\[
x=\frac{a+a^\dagger}{\sqrt2},\qquad p=\frac{a-a^\dagger}{i\sqrt2}.
\]

With this normalisation \([x,p]=i\), and the Heisenberg bound on the product of variances is \(1/4\).

```lean
/-- The position quadrature `x = (a + ad) / √2`. -/
def position (a ad : E →ₗ[ℂ] E) : E →ₗ[ℂ] E :=
  ((√2 : ℝ) : ℂ)⁻¹ • (a + ad)

/-- The momentum quadrature `p = (a - ad) / (i √2)`. -/
def momentum (a ad : E →ₗ[ℂ] E) : E →ₗ[ℂ] E :=
  (Complex.I * ((√2 : ℝ) : ℂ))⁻¹ • (a - ad)
```

The variance of \(A\) is defined as \(\|(A-\langle A\rangle)\psi\|^2\) with \(\langle A\rangle=\langle\psi,A\psi\rangle\). For a symmetric operator and a unit vector this equals \(\langle A^2\rangle-\langle A\rangle^2\), and both quadratures are symmetric because \(a\) and \(a^\dagger\) are mutually adjoint.

```lean
/-- The variance of an observable `A` in the state `ψ`: the squared norm of `(A - ⟨A⟩) ψ`. -/
def variance (A : E →ₗ[ℂ] E) (ψ : E) : ℝ :=
  ‖A ψ - ⟪ψ, A ψ⟫_ℂ • ψ‖ ^ 2
```

## The commutator relates the two norms

The relation \(\langle\phi,\phi\rangle=\|\phi\|^2\) is used repeatedly. The left side is a complex number and the right side a real one, so a short lemma records the equality with the real number read as a complex one.

```lean
private lemma inner_self_cast (x : E) : ⟪x, x⟫_ℂ = ((‖x‖ ^ 2 : ℝ) : ℂ) := by
  rw [inner_self_eq_norm_sq_to_K]
  exact (Complex.ofReal_pow _ _).symm
```

Adjointness gives \(\langle aa^\dagger\psi,\psi\rangle=\|a^\dagger\psi\|^2\) and \(\langle a^\dagger a\psi,\psi\rangle=\|a\psi\|^2\). Subtracting, and using \(aa^\dagger-a^\dagger a=1\), one finds

\[
\|a^\dagger\psi\|^2=\|a\psi\|^2+\|\psi\|^2 .
\]

This holds for every vector, squeezed or not. In the proof `h1` and `h2` are the two adjointness relations, and `h3` is the commutator paired with \(\psi\).

```lean
variable {a ad : E →ₗ[ℂ] E} {u v : ℂ} {ψ : E}

/-- The commutator fixes the difference of the squared norms of `ad ψ` and `a ψ`
to be the squared norm of `ψ`. -/
theorem norm_sq_raise (h : IsLadderPair a ad) (ψ : E) :
    ‖ad ψ‖ ^ 2 = ‖a ψ‖ ^ 2 + ‖ψ‖ ^ 2 := by
  have h1 := h.adj (ad ψ) ψ
  have h2 : ⟪ad (a ψ), ψ⟫_ℂ = ⟪a ψ, a ψ⟫_ℂ := by
    rw [← inner_conj_symm, ← h.adj, inner_conj_symm]
  have h3 : ⟪a (ad ψ) - ad (a ψ), ψ⟫_ℂ = ⟪ψ, ψ⟫_ℂ := by rw [h.comm]
  rw [inner_sub_left, h1, h2] at h3
  simp only [inner_self_cast] at h3
  have h4 : ‖ad ψ‖ ^ 2 - ‖a ψ‖ ^ 2 = ‖ψ‖ ^ 2 := by exact_mod_cast h3
  linarith
```

## The ladder means vanish

Write \(m=\langle\psi,a\psi\rangle\). Adjointness gives \(\langle\psi,a^\dagger\psi\rangle=\langle a\psi,\psi\rangle=m^*\). Pairing \((ua+va^\dagger)\psi=0\) with \(\psi\) then yields

\[
um+vm^*=0,\qquad\text{hence}\qquad |u|\,|m|=|v|\,|m| .
\]

Multiplying the second equation by \((|u|+|v|)|m|\) gives \((|u|^2-|v|^2)|m|^2=0\). The bracket is 1, so \(m=0\), and both ladder operators have zero mean. The steps `h2` and `h3` are the two displayed equations, and `h4` is \(|m|^2=0\); `linear_combination` in `h4` carries out the multiplication and the substitution of the bracket.

```lean
/-- Both ladder operators have zero mean in the squeezed vacuum. -/
theorem ladder_means (h : IsLadderPair a ad) (s : IsSqueezedVacuum a ad u v ψ) :
    ⟪ψ, a ψ⟫_ℂ = 0 ∧ ⟪ψ, ad ψ⟫_ℂ = 0 := by
  have h1 : ⟪ψ, ad ψ⟫_ℂ = conj ⟪ψ, a ψ⟫_ℂ := by rw [← h.adj, inner_conj_symm]
  -- pair the annihilation condition with ψ
  have h2 : u * ⟪ψ, a ψ⟫_ℂ + v * conj ⟪ψ, a ψ⟫_ℂ = 0 := by
    have := congrArg (fun z => ⟪ψ, z⟫_ℂ) s.annihilated
    simpa only [inner_add_right, inner_smul_right, inner_zero_right, h1] using this
  have h3 : ‖u‖ * ‖⟪ψ, a ψ⟫_ℂ‖ = ‖v‖ * ‖⟪ψ, a ψ⟫_ℂ‖ := by
    have := congrArg norm (eq_neg_of_add_eq_zero_left h2)
    simpa only [norm_neg, norm_mul, RCLike.norm_conj] using this
  -- |u| and |v| differ, so the mean vanishes
  have h4 : ‖⟪ψ, a ψ⟫_ℂ‖ ^ 2 = 0 := by
    linear_combination (-‖⟪ψ, a ψ⟫_ℂ‖ ^ 2) * s.bogoliubov
      + (‖u‖ * ‖⟪ψ, a ψ⟫_ℂ‖ + ‖v‖ * ‖⟪ψ, a ψ⟫_ℂ‖) * h3
  have h5 : ⟪ψ, a ψ⟫_ℂ = 0 := norm_eq_zero.mp ((pow_eq_zero_iff two_ne_zero).mp h4)
  exact ⟨h5, by rw [h1, h5, map_zero]⟩
```

## Second moments from the annihilation condition

The condition \(ua\psi=-va^\dagger\psi\) is now used twice. Taking norms and squaring gives \(|u|^2\|a\psi\|^2=|v|^2\|a^\dagger\psi\|^2\). With \(\|a^\dagger\psi\|^2=\|a\psi\|^2+1\) this becomes

\[
(|u|^2-|v|^2)\,\|a\psi\|^2=|v|^2,
\]

so that

\[
\|a\psi\|^2=|v|^2,\qquad \|a^\dagger\psi\|^2=|v|^2+1=|u|^2 .
\]

The first of these is the mean occupation number \(\langle a^\dagger a\rangle\).

Pairing the condition with \(a^\dagger\psi\) gives the cross term:

\[
u\,\langle a^\dagger\psi,a\psi\rangle+v\,|u|^2=0 .
\]

Since \(|u|^2=1+|v|^2>0\), one may divide by \(u\), and with \(|u|^2=uu^*\) the result is

\[
\langle a^\dagger\psi,a\psi\rangle=-vu^* .
\]

In the proof `h3` and `h4` are the two norms, `hm` is the paired condition, and `hu0` is the fact that \(u\neq0\), which permits the cancellation.

```lean
/-- Second moments of the squeezed vacuum: `‖a ψ‖² = |v|²`, `‖ad ψ‖² = |u|²` and
`⟨ad ψ, a ψ⟩ = -v u*`. -/
theorem second_moments (h : IsLadderPair a ad) (s : IsSqueezedVacuum a ad u v ψ) :
    ‖a ψ‖ ^ 2 = ‖v‖ ^ 2 ∧ ‖ad ψ‖ ^ 2 = ‖u‖ ^ 2 ∧ ⟪ad ψ, a ψ⟫_ℂ = -(v * conj u) := by
  have h1 : ‖u‖ * ‖a ψ‖ = ‖v‖ * ‖ad ψ‖ := by
    have := congrArg norm (eq_neg_of_add_eq_zero_left s.annihilated)
    simpa only [norm_neg, norm_smul] using this
  have h2 := norm_sq_raise h ψ
  rw [s.unit] at h2
  have h3 : ‖a ψ‖ ^ 2 = ‖v‖ ^ 2 := by
    linear_combination (-‖a ψ‖ ^ 2) * s.bogoliubov
      + (‖u‖ * ‖a ψ‖ + ‖v‖ * ‖ad ψ‖) * h1 + ‖v‖ ^ 2 * h2
  have h4 : ‖ad ψ‖ ^ 2 = ‖u‖ ^ 2 := by linear_combination h2 + h3 - s.bogoliubov
  refine ⟨h3, h4, ?_⟩
  -- pair the annihilation condition with ad ψ and cancel u
  have hu : ((‖u‖ ^ 2 : ℝ) : ℂ) = u * conj u := by
    rw [Complex.mul_conj, Complex.normSq_eq_norm_sq]
  have hm : u * ⟪ad ψ, a ψ⟫_ℂ + v * (u * conj u) = 0 := by
    have := congrArg (fun z => ⟪ad ψ, z⟫_ℂ) s.annihilated
    simpa only [inner_add_right, inner_smul_right, inner_zero_right, inner_self_cast,
      h4, hu] using this
  have hu0 : u ≠ 0 := by
    rintro rfl
    have hb := s.bogoliubov
    rw [norm_zero] at hb
    nlinarith [sq_nonneg ‖v‖]
  apply mul_left_cancel₀ hu0
  linear_combination hm
```

## The two variances

Because the means of \(a\) and \(a^\dagger\) vanish, so does \(\langle x\rangle\), and the position variance is the squared norm of \(x\psi\):

\[
\operatorname{Var}(x)=\tfrac12\|a^\dagger\psi+a\psi\|^2
=\tfrac12\bigl(|u|^2+|v|^2-2\operatorname{Re}(vu^*)\bigr)
=\tfrac12|u-v|^2 .
\]

The step `e` is the first equality. `norm_add_sq` expands the square, the second moments are inserted, and the last equality is checked in real and imaginary parts by `ring`.

```lean
/-- The position variance of the squeezed vacuum is `|u - v|² / 2`. -/
theorem variance_position (h : IsLadderPair a ad) (s : IsSqueezedVacuum a ad u v ψ) :
    variance (position a ad) ψ = ‖u - v‖ ^ 2 / 2 := by
  obtain ⟨m1, m2⟩ := ladder_means h s
  obtain ⟨h1, h2, h3⟩ := second_moments h s
  have e : variance (position a ad) ψ = ‖ad ψ + a ψ‖ ^ 2 / 2 := by
    simp only [variance, position, LinearMap.smul_apply, LinearMap.add_apply,
      inner_smul_right, inner_add_right, m1, m2, add_zero, mul_zero, zero_smul, sub_zero,
      norm_smul, norm_inv, Complex.norm_real, Real.norm_eq_abs, mul_pow, inv_pow, sq_abs,
      Real.sq_sqrt (show (0 : ℝ) ≤ 2 by norm_num)]
    rw [add_comm (a ψ)]
    ring
  have hr : RCLike.re ⟪ad ψ, a ψ⟫_ℂ = (-(v * conj u)).re := by rw [h3]; rfl
  rw [e, norm_add_sq (𝕜 := ℂ), hr, h1, h2]
  simp only [Complex.sq_norm, Complex.normSq_apply, Complex.neg_re, Complex.mul_re,
    Complex.conj_re, Complex.conj_im, Complex.sub_re, Complex.sub_im]
  ring
```

For momentum the prefactor \(1/(i\sqrt2)\) has modulus \(1/\sqrt2\), and the minus sign in \(a-a^\dagger\) reverses the cross term:

\[
\operatorname{Var}(p)=\tfrac12\|a^\dagger\psi-a\psi\|^2
=\tfrac12\bigl(|u|^2+|v|^2+2\operatorname{Re}(vu^*)\bigr)
=\tfrac12|u+v|^2 .
\]

The proof has the same structure, with `norm_sub_sq` for the expansion.

```lean
/-- The momentum variance of the squeezed vacuum is `|u + v|² / 2`. -/
theorem variance_momentum (h : IsLadderPair a ad) (s : IsSqueezedVacuum a ad u v ψ) :
    variance (momentum a ad) ψ = ‖u + v‖ ^ 2 / 2 := by
  obtain ⟨m1, m2⟩ := ladder_means h s
  obtain ⟨h1, h2, h3⟩ := second_moments h s
  have e : variance (momentum a ad) ψ = ‖ad ψ - a ψ‖ ^ 2 / 2 := by
    simp only [variance, momentum, LinearMap.smul_apply, LinearMap.sub_apply,
      inner_smul_right, inner_sub_right, m1, m2, mul_zero, zero_smul, sub_zero,
      norm_smul, norm_inv, norm_mul, Complex.norm_I, one_mul, Complex.norm_real,
      Real.norm_eq_abs, mul_pow, inv_pow, sq_abs,
      Real.sq_sqrt (show (0 : ℝ) ≤ 2 by norm_num)]
    rw [norm_sub_rev (a ψ)]
    ring
  have hr : RCLike.re ⟪ad ψ, a ψ⟫_ℂ = (-(v * conj u)).re := by rw [h3]; rfl
  rw [e, norm_sub_sq (𝕜 := ℂ), hr, h1, h2]
  simp only [Complex.sq_norm, Complex.normSq_apply, Complex.neg_re, Complex.mul_re,
    Complex.conj_re, Complex.conj_im, Complex.add_re, Complex.add_im]
  ring
```

## The product and its excess over \(1/4\)

Multiplying the two expanded forms gives

\[
|u-v|^2|u+v|^2=(|u|^2+|v|^2)^2-4\bigl(\operatorname{Re}(uv^*)\bigr)^2 ,
\]

where \(\operatorname{Re}(vu^*)=\operatorname{Re}(uv^*)\) was used. Next, \((|u|^2+|v|^2)^2=(|u|^2-|v|^2)^2+4|u|^2|v|^2\), and \(|u|^2|v|^2=|uv^*|^2\) is the sum of the squared real and imaginary parts of \(uv^*\). The real parts cancel, leaving

\[
|u-v|^2|u+v|^2=(|u|^2-|v|^2)^2+4\bigl(\operatorname{Im}(uv^*)\bigr)^2 .
\]

The first term on the right is 1, and division by 4 gives the uncertainty product.

The theorem `uncertainty_product` states this for every ladder pair and every squeezed vacuum in the sense above. Its proof writes \(u\) and \(v\) in real and imaginary parts. With \(D=|u|^2-|v|^2\), what remains after the polynomial identity is \((D^2-1)/4\), which is \((D+1)/4\) times \(D-1\). That factor \((D+1)/4\) is the coefficient given to `linear_combination`.

```lean
/-- The uncertainty product of the squeezed vacuum is
`Var(x) Var(p) = 1/4 + (Im (u v*))²`. -/
theorem uncertainty_product (h : IsLadderPair a ad) (s : IsSqueezedVacuum a ad u v ψ) :
    variance (position a ad) ψ * variance (momentum a ad) ψ
      = 1 / 4 + (u * conj v).im ^ 2 := by
  have hb := s.bogoliubov
  rw [variance_position h s, variance_momentum h s]
  simp only [Complex.sq_norm, Complex.normSq_apply, Complex.mul_im, Complex.conj_re,
    Complex.conj_im, Complex.add_re, Complex.add_im, Complex.sub_re, Complex.sub_im] at hb ⊢
  -- |u - v|² |u + v|² = (|u|² - |v|²)² + 4 (Im (u v*))²
  linear_combination ((u.re * u.re + u.im * u.im - (v.re * v.re + v.im * v.im) + 1) / 4) * hb
```

The excess is a square, so it vanishes exactly when \(uv^*\) is real. This is the condition under which \(\operatorname{Var}(p)=1/(4\operatorname{Var}(x))\) is correct for this family of states. When it fails, that shortcut gives too small a momentum variance, and \(|u+v|^2/2\) is the value to use. Sampling a rotated state also takes the symmetrised covariance \(\tfrac12\langle xp+px\rangle\); for these states the two variances fix its magnitude but not its sign.

```lean
/-- The squeezed vacuum attains the Heisenberg value `1/4` exactly when `u v*` is real. -/
theorem heisenberg_equality_iff (h : IsLadderPair a ad) (s : IsSqueezedVacuum a ad u v ψ) :
    variance (position a ad) ψ * variance (momentum a ad) ψ = 1 / 4
      ↔ (u * conj v).im = 0 := by
  rw [uncertainty_product h s]
  constructor
  · intro e
    exact (pow_eq_zero_iff two_ne_zero).mp (by linarith)
  · intro e
    rw [e]
    norm_num
```

## Squeezing strength and angle

A common parametrisation has a real squeezing strength \(r\) and an angle \(\theta\):

\[
u=\cosh r,\qquad v=e^{i\theta}\sinh r .
\]

Then \(uv^*=\cosh r\,\sinh r\,e^{-i\theta}\), and since \(\sinh 2r=2\sinh r\cosh r\),

\[
\operatorname{Im}(uv^*)=-\tfrac12\sinh 2r\,\sin\theta,\qquad
\operatorname{Var}(x)\operatorname{Var}(p)=\tfrac14+\tfrac14\bigl(\sinh 2r\,\sin\theta\bigr)^2 .
\]

At \(\theta=0\) the position variance is \(e^{-2r}/2\) and the momentum variance \(e^{2r}/2\), with product \(1/4\). At \(\theta=\pi\) the two are exchanged. At \(\theta=\pi/2\) both variances equal \(\tfrac12\cosh 2r\): neither quadrature shows any squeezing, and the product \(\tfrac14\cosh^2 2r\) is the largest for the given \(r\).

In the last theorem these values of \(u\) and \(v\) are written into the hypothesis on \(\psi\), and \(r\) and \(\theta\) may be any real numbers. The proof specialises the general product and applies the double-angle formula for \(\sinh\).

```lean
/-- For squeezing strength `r` and squeezing angle `θ`, that is `u = cosh r` and
`v = sinh r exp(iθ)`, the uncertainty product is `1/4 + (sinh 2r sin θ)² / 4`. -/
theorem uncertainty_product_angle (h : IsLadderPair a ad) (r θ : ℝ)
    (s : IsSqueezedVacuum a ad ((Real.cosh r : ℝ) : ℂ)
      (((Real.sinh r : ℝ) : ℂ) * Complex.exp (θ * Complex.I)) ψ) :
    variance (position a ad) ψ * variance (momentum a ad) ψ
      = 1 / 4 + (Real.sinh (2 * r) * Real.sin θ) ^ 2 / 4 := by
  rw [uncertainty_product h s, Real.sinh_two_mul]
  simp only [map_mul, Complex.conj_ofReal, Complex.im_ofReal_mul, Complex.conj_im,
    Complex.exp_ofReal_mul_I_im]
  ring

end

end RotatedSqueezing
```

```lean
#print axioms RotatedSqueezing.uncertainty_product
-- 'RotatedSqueezing.uncertainty_product' depends on axioms: [propext, Classical.choice, Quot.sound]
#print axioms RotatedSqueezing.heisenberg_equality_iff
-- 'RotatedSqueezing.heisenberg_equality_iff' depends on axioms: [propext, Classical.choice, Quot.sound]
#print axioms RotatedSqueezing.uncertainty_product_angle
-- 'RotatedSqueezing.uncertainty_product_angle' depends on axioms: [propext, Classical.choice, Quot.sound]
```
